# Species energy offsets leave the conductivity Schur complement unchanged for a symmetric, invertible mass-flux matrix

To obtain the thermal conductivity of a liquid mixture from a first-principles trajectory, one integrates the correlations of the heat flux and the species fluxes, then subtracts from the heat-heat coefficient the part carried by diffusion. The atomic energies that enter the heat flux have an arbitrary zero for each species, which changes, for example, with the pseudopotential. The subtraction can be done without first fixing these zeros, provided that the matrix of mass-flux coefficients is symmetric and invertible.

## Coefficients, fluxes and correlations

Let $n$ be a finite set of labels for the species fluxes. The data are the heat-heat coefficient $a$ (`heat`), the coupling vector $b$ (`coupling`) and the mass-flux matrix $M$ (`mass`), all real.

```lean
import Mathlib

open Matrix

namespace OnsagerEnergyOffsets

noncomputable section

/-- Onsager coefficients of a mixture: the heat-heat coefficient, the heat-mass coupling
vector and the mass-flux matrix. -/
@[ext]
structure Onsager (n : Type*) where
  heat : ℝ
  coupling : n → ℝ
  mass : Matrix n n ℝ
```

Offsetting the energy of species $i$ by $e_i$ gives
$$a' = a + 2e\cdot b + e\cdot Me,\qquad b' = b + Me,\qquad M' = M.$$
In Lean, `⬝ᵥ` is the dot product and `*ᵥ` applies a matrix to a vector.

```lean
variable {n V : Type*} [Fintype n] [AddCommGroup V] [Module ℝ V]

/-- The coefficients after the energy of each species `i` is offset by `e i`. -/
def Onsager.shift (L : Onsager n) (e : n → ℝ) : Onsager n where
  heat := L.heat + 2 * (e ⬝ᵥ L.coupling) + e ⬝ᵥ (L.mass *ᵥ e)
  coupling := L.coupling + L.mass *ᵥ e
  mass := L.mass
```

A thermal force $f$ and chemical forces $X_i$ drive the mass fluxes $fb + MX$ and the heat flux $af + b\cdot X$. The same $b$ stands in both laws, so Onsager reciprocity between heat and mass is built in.

```lean
/-- The mass fluxes driven by a thermal force `f` and chemical forces `X`. -/
def Onsager.massFlux (L : Onsager n) (f : ℝ) (X : n → ℝ) : n → ℝ :=
  f • L.coupling + L.mass *ᵥ X

/-- The heat flux driven by a thermal force `f` and chemical forces `X`. -/
def Onsager.heatFlux (L : Onsager n) (f : ℝ) (X : n → ℝ) : ℝ :=
  L.heat * f + L.coupling ⬝ᵥ X
```

The coefficients can also come from correlations. Let $Q$ be the heat flux and $J_i$ the species fluxes, taken as vectors in a real vector space $V$, and let $B(u,v)$ be a bilinear form standing for the time-integrated equilibrium correlation of $u$ and $v$, prefactors included. Then $a=B(Q,Q)$, $b_i=B(J_i,Q)$ and $M_{ij}=B(J_i,J_j)$. The time integral, its convergence and the sampling noise are not modelled.

```lean
/-- The Onsager coefficients obtained from a bilinear flux correlation `B`, a heat flux `Q`
and species fluxes `J`. -/
def greenKubo (B : V →ₗ[ℝ] V →ₗ[ℝ] ℝ) (Q : V) (J : n → V) : Onsager n where
  heat := B Q Q
  coupling := fun i => B (J i) Q
  mass := Matrix.of fun i j => B (J i) (J j)
```

## (a) The offset rule follows from the correlations

**Task.** Replace $Q$ by $Q+S$ with $S=\sum_i e_iJ_i$, the flux added by constant energies $e_i$ carried along with the species. Show that the coefficients change by the rule above if $B$ is symmetric.

**Solution.** Bilinearity gives $B(S,Q)=\sum_i e_ib_i=e\cdot b$, $B(J_i,S)=\sum_j M_{ij}e_j=(Me)_i$ and $B(S,S)=e\cdot Me$. Hence
$$B(Q+S,Q+S)=B(Q,Q)+B(Q,S)+B(S,Q)+B(S,S)=a+2e\cdot b+e\cdot Me,$$
where symmetry merges the two mixed terms. Also $B(J_i,Q+S)=b_i+(Me)_i$, and $M$ does not involve $Q$.

The hypothesis `hB` is this symmetry. Physically it stands for stationarity and time-reversal symmetry, for fluxes of equal parity and no magnetic field. In the proof, `h1` and `h2` are the contractions with $e$, and `linarith` merges the mixed terms.

```lean
/-- For symmetric `B`, adding `∑ i, e i • J i` to the heat flux changes the coefficients by the
offset rule `shift`. -/
theorem greenKubo_shift (B : V →ₗ[ℝ] V →ₗ[ℝ] ℝ) (hB : ∀ u v, B u v = B v u)
    (Q : V) (J : n → V) (e : n → ℝ) :
    greenKubo B (Q + ∑ i, e i • J i) J = (greenKubo B Q J).shift e := by
  obtain ⟨S, hS⟩ : ∃ S, S = ∑ i, e i • J i := ⟨_, rfl⟩
  rw [← hS]
  -- contractions with `e` are correlations with the added flux `S`
  have h1 : ∀ v, e ⬝ᵥ (fun i => B (J i) v) = B S v := by
    intro v
    simp [hS, dotProduct, map_sum, LinearMap.sum_apply]
  have h2 : (Matrix.of fun i j => B (J i) (J j)) *ᵥ e = fun i => B (J i) S := by
    ext i
    simp [hS, Matrix.mulVec, dotProduct, map_sum, mul_comm]
  refine Onsager.ext ?_ ?_ rfl
  · change B (Q + S) (Q + S) = B Q Q + 2 * (e ⬝ᵥ fun i => B (J i) Q)
      + e ⬝ᵥ ((Matrix.of fun i j => B (J i) (J j)) *ᵥ e)
    rw [h2, h1 Q, h1 S]
    simp only [map_add, LinearMap.add_apply]
    linarith [hB Q S]
  · change (fun i => B (J i) (Q + S)) = (fun i => B (J i) Q)
      + (Matrix.of fun i j => B (J i) (J j)) *ᵥ e
    rw [h2]
    ext i
    simp only [map_add, Pi.add_apply]
```

## (b) A symmetric matrix can be moved across the dot product

**Task.** Show that $u\cdot Mv=v\cdot Mu$ for symmetric $M$.

**Solution.** $u\cdot Mv=(M^{T}u)\cdot v=(Mu)\cdot v=v\cdot Mu$. The Lean proof takes the same three steps.

```lean
/-- For a symmetric matrix `M`, the bilinear form `u ⬝ᵥ (M *ᵥ v)` is symmetric in `u` and `v`. -/
theorem dot_mulVec_symm {M : Matrix n n ℝ} (hM : M.IsSymm) (u v : n → ℝ) :
    u ⬝ᵥ (M *ᵥ v) = v ⬝ᵥ (M *ᵥ u) := by
  rw [Matrix.dotProduct_mulVec u M v, ← Matrix.mulVec_transpose, hM.eq]
  exact dotProduct_comm _ _
```

## (c) The Schur complement is invariant

The conductivity coefficient is $\kappa=a-b\cdot M^{-1}b$.

```lean
variable [DecidableEq n]

/-- The thermal-conductivity coefficient: the Schur complement of the mass-flux matrix. -/
def Onsager.conductivity (L : Onsager n) : ℝ :=
  L.heat - L.coupling ⬝ᵥ (L.mass⁻¹ *ᵥ L.coupling)
```

**Task.** Show that $\kappa'=\kappa$ for every $e$, if $M$ is symmetric and invertible.

**Solution.** Since $M^{-1}Me=e$,
$$b'\cdot M^{-1}b'=(b+Me)\cdot(M^{-1}b+e)=b\cdot M^{-1}b+b\cdot e+(Me)\cdot M^{-1}b+(Me)\cdot e.$$
By (b), $(Me)\cdot M^{-1}b=e\cdot MM^{-1}b=e\cdot b$. The subtracted term therefore grows by $2e\cdot b+e\cdot Me$, exactly as $a$ does.

**Numbers.** Take $a=10$, $b=(3,0)$ and $M=\begin{pmatrix}2&1\\1&2\end{pmatrix}$. Then $M^{-1}b=(2,-1)$ and $\kappa=10-6=4$. The offset $e=(1,1)$ gives $a'=10+6+6=22$, $b'=(6,3)$ and $M^{-1}b'=(3,0)$, so $\kappa'=22-18=4$.

**Without symmetry.** Take $a=2$, $b=(0,1)$, $M=\begin{pmatrix}1&1\\0&1\end{pmatrix}$ and $e=(1,0)$. Then $\kappa=2-1=1$, but $a'=3$, $b'=(1,1)$ and $M^{-1}b'=(0,1)$, so $\kappa'=3-1=2$. This $M$ violates Onsager reciprocity, so the example tests the formal offset rule and does not describe a real mixture without a magnetic field. For nonsymmetric correlations, $B(J_i,Q)$ and $B(Q,J_i)$ would have to be kept as separate couplings, which this model does not do.

Invertibility is stated as `IsUnit L.mass.det`, a nonzero determinant. It requires independent fluxes: if all the mass fluxes of a mixture sum to zero, one of them must be left out. If that is $J_N$, then $\sum_i e_iJ_i=\sum_{i\ne N}(e_i-e_N)J_i$, with energies per unit mass, so an offset of the omitted species is covered too. In the proof, `he` is $M^{-1}Me=e$ and `h1` is the step that uses symmetry.

```lean
/-- If the mass-flux matrix is symmetric and invertible, the thermal-conductivity coefficient is
unchanged by arbitrary species energy offsets. -/
theorem conductivity_shift (L : Onsager n) (hs : L.mass.IsSymm) (hd : IsUnit L.mass.det)
    (e : n → ℝ) : (L.shift e).conductivity = L.conductivity := by
  have hx : L.mass *ᵥ (L.mass⁻¹ *ᵥ L.coupling) = L.coupling := by
    rw [Matrix.mulVec_mulVec, Matrix.mul_nonsing_inv _ hd, Matrix.one_mulVec]
  have he : L.mass⁻¹ *ᵥ (L.mass *ᵥ e) = e := by
    rw [Matrix.mulVec_mulVec, Matrix.nonsing_inv_mul _ hd, Matrix.one_mulVec]
  -- symmetry turns the mixed term into `e · b`
  have h1 : (L.mass *ᵥ e) ⬝ᵥ (L.mass⁻¹ *ᵥ L.coupling) = e ⬝ᵥ L.coupling := by
    rw [dotProduct_comm, dot_mulVec_symm hs, hx]
  have h2 := dotProduct_comm L.coupling e
  have h3 := dotProduct_comm (L.mass *ᵥ e) e
  simp only [Onsager.conductivity, Onsager.shift, Matrix.mulVec_add, he,
    add_dotProduct, dotProduct_add]
  linarith
```

## (d) Correlations with either heat flux give the same coefficient

**Task.** Show that $Q$ and $Q+\sum_i e_iJ_i$ give the same $\kappa$, for symmetric $B$ and invertible $M_{ij}=B(J_i,J_j)$.

**Solution.** By (a) the coefficients differ by an offset. The matrix is symmetric because $B(J_j,J_i)=B(J_i,J_j)$, so (c) applies. The proof makes the same two moves.

```lean
/-- If the mass-flux matrix is invertible, the conductivity coefficient computed from symmetric flux
correlations is the same for the heat fluxes `Q` and `Q + ∑ i, e i • J i`. -/
theorem greenKubo_conductivity (B : V →ₗ[ℝ] V →ₗ[ℝ] ℝ) (hB : ∀ u v, B u v = B v u)
    (Q : V) (J : n → V) (hd : IsUnit (Matrix.of fun i j => B (J i) (J j)).det)
    (e : n → ℝ) :
    (greenKubo B (Q + ∑ i, e i • J i) J).conductivity = (greenKubo B Q J).conductivity := by
  rw [greenKubo_shift B hB]
  refine conductivity_shift _ ?_ hd e
  ext i j
  exact hB (J j) (J i)
```

## (e) At zero mass flux, $\kappa$ is the heat response

**Task.** Show that the heat flux is $\kappa f$ when all mass fluxes vanish.

**Solution.** From $fb+MX=0$ one gets $X=-fM^{-1}b$. Then
$$af+b\cdot X=af-f\,b\cdot M^{-1}b=\kappa f.$$
Only invertibility is needed. With $f=\nabla(1/T)$ along one direction, where $T$ is the temperature, Fourier's conductivity is $\kappa/T^2$. The Lean law leaves the choice of $f$ open. In the proof, `hX` is the solved zero-flux condition.

```lean
/-- If the mass-flux matrix is invertible and all mass fluxes vanish, the heat flux is the
conductivity coefficient times the thermal force. -/
theorem heatFlux_of_massFlux_eq_zero (L : Onsager n) (hd : IsUnit L.mass.det)
    (f : ℝ) (X : n → ℝ) (hJ : L.massFlux f X = 0) :
    L.heatFlux f X = L.conductivity * f := by
  have hi : L.mass⁻¹ *ᵥ (L.mass *ᵥ X) = X := by
    rw [Matrix.mulVec_mulVec, Matrix.nonsing_inv_mul _ hd, Matrix.one_mulVec]
  -- solve the zero-flux condition for the chemical forces
  have hX : X = -(f • (L.mass⁻¹ *ᵥ L.coupling)) := by
    have h := congrArg (fun v => L.mass⁻¹ *ᵥ v) hJ
    simp only [Onsager.massFlux, Matrix.mulVec_add, Matrix.mulVec_smul, hi,
      Matrix.mulVec_zero] at h
    exact eq_neg_of_add_eq_zero_right h
  rw [hX]
  simp only [Onsager.heatFlux, Onsager.conductivity, dotProduct_neg, dotProduct_smul,
    smul_eq_mul]
  ring
```

## (f) The offset heat coefficient is a completed square

**Task.** For symmetric, invertible $M$, show that
$$a'=\kappa+(e+M^{-1}b)\cdot M(e+M^{-1}b).$$

**Solution.** Since $M(e+M^{-1}b)=Me+b$, the quadratic term is
$$e\cdot Me+e\cdot b+(M^{-1}b)\cdot Me+(M^{-1}b)\cdot b.$$
By (b) the third term is $e\cdot b$. Adding $\kappa=a-b\cdot M^{-1}b$ cancels the last term and leaves $a+2e\cdot b+e\cdot Me=a'$. Here `h1` handles the third term and `linarith` collects the rest.

```lean
/-- For a symmetric, invertible mass-flux matrix `M`, the offset heat-heat coefficient is the
conductivity coefficient plus the quadratic form of `M` at the vector `e + M⁻¹ b`. -/
theorem heat_shift (L : Onsager n) (hs : L.mass.IsSymm) (hd : IsUnit L.mass.det)
    (e : n → ℝ) :
    (L.shift e).heat = L.conductivity +
      (e + L.mass⁻¹ *ᵥ L.coupling) ⬝ᵥ (L.mass *ᵥ (e + L.mass⁻¹ *ᵥ L.coupling)) := by
  have hx : L.mass *ᵥ (L.mass⁻¹ *ᵥ L.coupling) = L.coupling := by
    rw [Matrix.mulVec_mulVec, Matrix.mul_nonsing_inv _ hd, Matrix.one_mulVec]
  have h1 : (L.mass⁻¹ *ᵥ L.coupling) ⬝ᵥ (L.mass *ᵥ e) = e ⬝ᵥ L.coupling := by
    rw [dot_mulVec_symm hs, hx]
  have h2 := dotProduct_comm (L.mass⁻¹ *ᵥ L.coupling) L.coupling
  simp only [Onsager.conductivity, Onsager.shift, Matrix.mulVec_add, hx,
    add_dotProduct, dotProduct_add]
  linarith
```

## (g) Exactly one offset removes the coupling

**Task.** Show that $b'=0$ if and only if $e=-M^{-1}b$.

**Solution.** If $b+Me=0$, applying $M^{-1}$ gives $M^{-1}b+e=0$. Conversely, $e=-M^{-1}b$ gives $b-MM^{-1}b=0$. The two branches of the proof are these two directions, and symmetry is not used. In the numerical example the offset is $(-2,1)$, for which $a'=10-12+6=4=\kappa$.

```lean
/-- If the mass-flux matrix `M` is invertible, exactly one choice of energy offsets, `e = -M⁻¹ b`,
removes the heat-mass coupling. -/
theorem coupling_shift_eq_zero_iff (L : Onsager n) (hd : IsUnit L.mass.det) (e : n → ℝ) :
    (L.shift e).coupling = 0 ↔ e = -(L.mass⁻¹ *ᵥ L.coupling) := by
  change L.coupling + L.mass *ᵥ e = 0 ↔ _
  constructor
  · intro h
    have h' := congrArg (fun v => L.mass⁻¹ *ᵥ v) h
    simp only [Matrix.mulVec_add, Matrix.mulVec_mulVec, Matrix.nonsing_inv_mul _ hd,
      Matrix.one_mulVec, Matrix.mulVec_zero] at h'
    exact eq_neg_of_add_eq_zero_right h'
  · rintro rfl
    rw [Matrix.mulVec_neg, Matrix.mulVec_mulVec, Matrix.mul_nonsing_inv _ hd,
      Matrix.one_mulVec, add_neg_cancel]
```

## (h) For nonnegative $M$, $\kappa$ is the least heat coefficient

**Task.** Suppose also that $x\cdot Mx\ge 0$ for all $x$. Show that $\kappa$ is the minimum of $a'$ over all offsets.

**Solution.** In (f) the quadratic term is now nonnegative, so $a'\ge\kappa$. At $e=-M^{-1}b$ it vanishes, so the value $\kappa$ is attained.

The hypothesis `hpos` expresses that diffusion driven by chemical forces alone does not produce negative entropy. `IsLeast` says that $\kappa$ belongs to the set of values $a'$ and is a lower bound for it; the two bullets of the proof show these in turn. Within this linear-response model, an unsubtracted heat-heat coefficient can thus overestimate $\kappa$ but never underestimate it.

```lean
/-- If the mass-flux matrix is symmetric, invertible and nonnegative as a quadratic form, the
conductivity coefficient is the least heat-heat coefficient attained over all energy offsets. -/
theorem conductivity_isLeast (L : Onsager n) (hs : L.mass.IsSymm) (hd : IsUnit L.mass.det)
    (hpos : ∀ x : n → ℝ, 0 ≤ x ⬝ᵥ (L.mass *ᵥ x)) :
    IsLeast (Set.range fun e : n → ℝ => (L.shift e).heat) L.conductivity := by
  refine ⟨⟨-(L.mass⁻¹ *ᵥ L.coupling), ?_⟩, ?_⟩
  · -- the decoupling offset makes the quadratic form vanish
    change (L.shift (-(L.mass⁻¹ *ᵥ L.coupling))).heat = L.conductivity
    rw [heat_shift L hs hd, neg_add_cancel, Matrix.mulVec_zero, dotProduct_zero, add_zero]
  · rintro _ ⟨e, rfl⟩
    change L.conductivity ≤ (L.shift e).heat
    rw [heat_shift L hs hd]
    linarith [hpos (e + L.mass⁻¹ *ᵥ L.coupling)]

end

end OnsagerEnergyOffsets
```

```lean
#print axioms OnsagerEnergyOffsets.conductivity_shift
#print axioms OnsagerEnergyOffsets.greenKubo_conductivity
#print axioms OnsagerEnergyOffsets.coupling_shift_eq_zero_iff
#print axioms OnsagerEnergyOffsets.conductivity_isLeast
```

```
'OnsagerEnergyOffsets.conductivity_shift' depends on axioms: [propext, Classical.choice, Quot.sound]
'OnsagerEnergyOffsets.greenKubo_conductivity' depends on axioms: [propext, Classical.choice, Quot.sound]
'OnsagerEnergyOffsets.coupling_shift_eq_zero_iff' depends on axioms: [propext, Classical.choice, Quot.sound]
'OnsagerEnergyOffsets.conductivity_isLeast' depends on axioms: [propext, Classical.choice, Quot.sound]
```
